# A positive definite overlap with the old functions singles out Löwdin's orthonormal basis

A calculation in a basis of atomic orbitals starts from functions $\chi_i$ that overlap, because orbitals on neighbouring atoms are in general not orthogonal. To turn the generalised eigenvalue problem into an ordinary one, a program replaces them by orthonormal combinations with some coefficient matrix $Y$. Many matrices do this: if $Y$ orthonormalises the basis, so does $YU$ for every unitary $U$. Löwdin's choice is $Y=S^{-1/2}$, where $S$ is the overlap matrix of the old functions and the root is the positive one.

Suppose that a matrix $Y$ that orthonormalises the basis is handed over without a record of how it was made. Is it Löwdin's? The overlap matrix between the new and the old functions answers this. If it is Hermitian and positive definite, it is the positive square root of $S$, and $Y$ is its inverse. For a finite basis and in exact arithmetic, an electronic-structure code can therefore recognise Löwdin's matrix without diagonalising $S$.

## Overlaps before and after the transformation

The functions are vectors in a complex inner product space `E`, labelled by a finite index set `n`. The space may have infinite dimension and need not be complete.

```lean
import Mathlib

open Matrix
open scoped ComplexOrder

namespace LoewdinOverlapCriterion

variable {n E : Type*} [Fintype n] [DecidableEq n]
  [NormedAddCommGroup E] [InnerProductSpace ℂ E]
```

For two families $\varphi$ and $\chi$ with the same labels, the overlap matrix has the entries $\langle\varphi_i|\chi_j\rangle$. The inner product is conjugate-linear in its first argument, as in Dirac notation.

```lean
/-- The matrix of overlaps between two families of functions. -/
noncomputable def overlap (φ χ : n → E) : Matrix n n ℂ := Matrix.of fun i j => inner ℂ (φ i) (χ j)
```

The new functions are
$$\chi'_j=\sum_i Y_{ij}\,\chi_i ,$$
so column $j$ of $Y$ holds the coefficients of the new function $j$. Since $Y$ is square, there are as many new functions as old ones; schemes that discard nearly dependent combinations are not covered.

```lean
/-- The new functions obtained from the old ones `χ`, with the columns of `Y` as
expansion coefficients. -/
def newBasis (χ : n → E) (Y : Matrix n n ℂ) : n → E := fun j => ∑ i, Y i j • χ i
```

A positive root of $S$ is a Hermitian positive definite matrix $R$ with $RR=S$. In Mathlib `PosDef` includes the Hermitian property, so it needs no separate mention.

```lean
/-- `R` is a Hermitian positive definite square root of `S`. -/
def IsPositiveRoot (R S : Matrix n n ℂ) : Prop := R.PosDef ∧ R * R = S
```

Coefficients on the left of an inner product come out conjugated:
$$\langle\chi'_j|\varphi_k\rangle=\sum_i Y_{ij}^*\,\langle\chi_i|\varphi_k\rangle .$$
The overlap matrix is thus multiplied by $Y^\dagger$ from the left, where $Y^\dagger$ is the conjugate transpose, `Yᴴ` in Lean.

```lean
omit [DecidableEq n] in
/-- Transforming the functions on the left multiplies the overlap matrix by `Yᴴ`. -/
theorem overlap_newBasis_left (χ φ : n → E) (Y : Matrix n n ℂ) :
    overlap (newBasis χ Y) φ = Yᴴ * overlap χ φ := by
  ext j k
  simp [overlap, newBasis, Matrix.mul_apply, mul_comm]
```

On the right they come out unchanged,
$$\langle\varphi_j|\chi'_k\rangle=\sum_i \langle\varphi_j|\chi_i\rangle\,Y_{ik},$$
which is multiplication by $Y$ from the right.

```lean
omit [DecidableEq n] in
/-- Transforming the functions on the right multiplies the overlap matrix by `Y`. -/
theorem overlap_newBasis_right (φ χ : n → E) (Y : Matrix n n ℂ) :
    overlap φ (newBasis χ Y) = overlap φ χ * Y := by
  ext j k
  simp [overlap, newBasis, Matrix.mul_apply, mul_comm]
```

With $S_{ij}=\langle\chi_i|\chi_j\rangle$, the overlap of new with old functions is therefore $P=Y^\dagger S$, and the overlap of the new functions among themselves is $Y^\dagger SY$. Orthonormality reads $Y^\dagger SY=1$, or $PY=1$.

## A Hermitian overlap squares to $S$

Let $P$ be Hermitian. The adjoint of $PY=1$ is $Y^\dagger P^\dagger=1$, hence $Y^\dagger P=1$. So $P$ has $Y$ as an inverse on one side and $Y^\dagger$ on the other, and the two must agree:
$$Y^\dagger=Y^\dagger(PY)=(Y^\dagger P)Y=Y .$$
Replacing the second $Y^\dagger$ in $PP$ by $Y$ then gives
$$PP=Y^\dagger S\,Y^\dagger S=(Y^\dagger SY)\,S=S .$$

```lean
/-- If `Y` orthonormalises the basis and the overlap of new with old functions is Hermitian,
then `Y` is Hermitian and that overlap squares to `S`. -/
theorem hermitian_overlap_sq {S Y : Matrix n n ℂ} (h : Yᴴ * S * Y = 1)
    (hH : (Yᴴ * S).IsHermitian) : Yᴴ = Y ∧ (Yᴴ * S) * (Yᴴ * S) = S := by
  -- the adjoint of the orthonormality relation
  have h' : Yᴴ * (Yᴴ * S) = 1 := by
    have h2 := congrArg Matrix.conjTranspose h
    rwa [Matrix.conjTranspose_mul, hH.eq, Matrix.conjTranspose_one] at h2
  have hY : Yᴴ = Y := by
    calc Yᴴ = Yᴴ * (Yᴴ * S * Y) := by rw [h, mul_one]
      _ = Yᴴ * (Yᴴ * S) * Y := by rw [← mul_assoc]
      _ = Y := by rw [h', one_mul]
  refine ⟨hY, ?_⟩
  calc (Yᴴ * S) * (Yᴴ * S) = (Yᴴ * S) * (Y * S) := by rw [hY]
    _ = (Yᴴ * S * Y) * S := by rw [← mul_assoc]
    _ = S := by rw [h, one_mul]
```

In the code `h'` is the adjoint relation, `hY` is the first chain of equalities, and the last `calc` block is the second. Nothing is assumed about $S$ beyond the two displayed hypotheses. When $P$ is positive definite, $S=P^2$ is positive definite as well, so the step from a positive definite overlap to Löwdin's matrix does not need this property as a separate hypothesis.

## Only one root is positive

A matrix can have many Hermitian square roots, since each eigenvalue of the root may take either sign. Positive definiteness leaves at most one. The argument needs a fact about traces. Let $A$ be positive definite and let $d_j$ be the columns of a square matrix $D$. Then
$$\operatorname{tr}(D^\dagger AD)=\sum_j d_j^\dagger A\,d_j .$$
Every term is real and non-negative. If the sum vanishes, so does each term, and positive definiteness gives $d_j=0$ for all $j$.

```lean
omit [DecidableEq n] in
/-- If `A` is positive definite and `Dᴴ A D` has zero trace, then `D` vanishes. -/
theorem eq_zero_of_trace_eq_zero {A D : Matrix n n ℂ} (hA : A.PosDef)
    (h : (Dᴴ * A * D).trace = 0) : D = 0 := by
  -- the trace is the sum of `dᴴ A d` over the columns `d` of `D`
  have hsum : ∑ j, star (fun i => D i j) ⬝ᵥ (A *ᵥ (fun i => D i j)) = 0 := by
    rw [← h, mul_assoc]
    rfl
  have hz := (Finset.sum_eq_zero_iff_of_nonneg
    (fun j _ => hA.posSemidef.dotProduct_mulVec_nonneg (fun i => D i j))).mp hsum
  ext i j
  by_contra hij
  have hne : (fun i => D i j) ≠ 0 := fun h0 => hij (congrFun h0 i)
  exact (hA.dotProduct_mulVec_pos hne).ne' (hz j (Finset.mem_univ j))
```

The Lean proof follows the same order: `hsum` rewrites the trace as a sum over columns, `hz` concludes that each term is zero, and a non-zero entry of $D$ would contradict the strict positivity of its column's term.

Now let $P$ and $R$ both be positive roots of $S$, and put $D=P-R$, which is Hermitian. Cyclicity of the trace gives $\operatorname{tr}(DRD)=\operatorname{tr}(DDR)$, so
$$\operatorname{tr}\big(D(P+R)D\big)=\operatorname{tr}\big(D(PD+DR)\big)=\operatorname{tr}\big(D(P^2-R^2)\big)=0 ,$$
because $PD+DR=P^2-PR+PR-R^2$ and both squares equal $S$. The sum $P+R$ is positive definite, so the trace fact yields $D=0$. The matrices $P$ and $R$ need not be known to commute.

```lean
omit [DecidableEq n] in
/-- A matrix has at most one positive definite square root. -/
theorem positiveRoot_unique {P R S : Matrix n n ℂ} (hP : IsPositiveRoot P S)
    (hR : IsPositiveRoot R S) : P = R := by
  have hD : (P - R)ᴴ = P - R := by
    rw [Matrix.conjTranspose_sub, hP.1.isHermitian.eq, hR.1.isHermitian.eq]
  apply sub_eq_zero.mp
  apply eq_zero_of_trace_eq_zero (hP.1.add hR.1)
  -- cyclicity of the trace brings out the difference of the two squares
  have e : (P - R) * P * (P - R) + (P - R) * (P - R) * R
      = (P - R) * (P * P - R * R) := by noncomm_ring
  rw [hD, mul_add, add_mul, Matrix.trace_add, Matrix.trace_mul_cycle (P - R) R (P - R),
    ← Matrix.trace_add, e, hP.2, hR.2, sub_self, mul_zero, Matrix.trace_zero]
```

The equation `e` is the algebraic identity behind the second equality, and `Matrix.trace_mul_cycle` performs the cyclic permutation.

## The criterion for matrices and for functions

The steps now combine. If $Y^\dagger SY=1$ and $P=Y^\dagger S$ is positive definite, then $P$ is Hermitian, so $PP=S$ and $P$ is a positive root. By uniqueness, every positive root of $S$ equals $P$. Finally $PY=1$ says that $Y=P^{-1}$.

```lean
/-- If `Y` orthonormalises the basis and the overlap `Yᴴ S` of new with old functions is
positive definite, then `Yᴴ S` is the unique positive root of `S` and `Y` is its inverse. -/
theorem loewdin_of_posDef_overlap {S Y : Matrix n n ℂ} (h : Yᴴ * S * Y = 1)
    (hpos : (Yᴴ * S).PosDef) :
    IsPositiveRoot (Yᴴ * S) S ∧ (∀ R, IsPositiveRoot R S → R = Yᴴ * S) ∧
      Y = (Yᴴ * S)⁻¹ := by
  have hroot : IsPositiveRoot (Yᴴ * S) S :=
    ⟨hpos, (hermitian_overlap_sq h hpos.isHermitian).2⟩
  exact ⟨hroot, fun R hR => positiveRoot_unique hR hroot,
    (Matrix.inv_eq_right_inv h).symm⟩
```

The conclusion has three parts: `Yᴴ * S` is a positive root, any other positive root `R` coincides with it, and `Y` is its inverse. For a single function with $S=s>0$, orthonormality allows $Y=e^{i\theta}/\sqrt s$ with any phase $\theta$. The overlap is then $e^{-i\theta}\sqrt s$, and requiring it to be positive fixes the phase factor $e^{i\theta}$ to $1$.

For actual basis functions, orthonormality means $\langle\chi'_i|\chi'_j\rangle=\delta_{ij}$. The two transformation rules turn this into $Y^\dagger SY=1$ and the overlap of new with old functions into $Y^\dagger S$, so the matrix result applies.

```lean
/-- If the new functions are orthonormal and their overlap with the old ones is positive
definite, this overlap is the positive root of the old overlap matrix, and the coefficient
matrix is its inverse. -/
theorem loewdin_basis_functions (χ : n → E) (Y : Matrix n n ℂ)
    (h : Orthonormal ℂ (newBasis χ Y)) (hpos : (overlap (newBasis χ Y) χ).PosDef) :
    IsPositiveRoot (overlap (newBasis χ Y) χ) (overlap χ χ) ∧
      Y = (overlap (newBasis χ Y) χ)⁻¹ := by
  have h1 : overlap (newBasis χ Y) (newBasis χ Y) = 1 := by
    ext i j
    rw [Matrix.one_apply]
    exact orthonormal_iff_ite.mp h i j
  rw [overlap_newBasis_right, overlap_newBasis_left] at h1
  rw [overlap_newBasis_left] at hpos ⊢
  have hm := loewdin_of_posDef_overlap h1 hpos
  exact ⟨hm.1, hm.2.2⟩
```

Linear independence of the old functions is not among the hypotheses. It follows from them, since a finite set of vectors has as many orthonormal combinations as members only if the vectors are independent.

The converse holds too. Let $R$ be the positive root of $S$ and $Y=R^{-1}$. Then $Y$ is Hermitian, and
$$Y^\dagger S=R^{-1}RR=R,\qquad Y^\dagger SY=RR^{-1}=1 ,$$
so the new functions are orthonormal and their overlap with the old ones is positive definite. In the other direction, the criterion gives $Y=(Y^\dagger S)^{-1}$, and uniqueness identifies $Y^\dagger S$ with $R$.

```lean
/-- For `S` with positive root `R`, the matrix `Y` orthonormalises the basis with a positive
definite overlap of new with old functions exactly when `Y` is the inverse of `R`. -/
theorem loewdin_iff {R S Y : Matrix n n ℂ} (hR : IsPositiveRoot R S) :
    (Yᴴ * S * Y = 1 ∧ (Yᴴ * S).PosDef) ↔ Y = R⁻¹ := by
  constructor
  · rintro ⟨h, hpos⟩
    have hm := loewdin_of_posDef_overlap h hpos
    rw [hm.2.1 R hR]
    exact hm.2.2
  · intro hY
    have hu : IsUnit R.det := (Matrix.isUnit_iff_isUnit_det R).mp hR.1.isUnit
    have hP : Yᴴ * S = R := by
      rw [hY, Matrix.conjTranspose_nonsing_inv, hR.1.isHermitian.eq, ← hR.2, ← mul_assoc,
        Matrix.nonsing_inv_mul R hu, one_mul]
    rw [hP]
    exact ⟨by rw [hY, Matrix.mul_nonsing_inv R hu], hR.1⟩
```

Here the root $R$ is given as a hypothesis; for a positive definite $S$ it is usually built by diagonalising $S$ and taking the positive roots of the eigenvalues. Löwdin's functions are often introduced as the orthonormal set nearest to the old one in the least-squares sense, whereas the equivalence above characterises them by the positivity of an overlap and makes no statement about distances.

## Two functions with overlap 4/5

Take two functions, labelled 0 and 1 as in Lean, with
$$S=\begin{pmatrix}5&4\\4&5\end{pmatrix}.$$
The vectors $(2,1)$ and $(1,2)$ in $\mathbb C^2$ have these inner products. They are not normalised; after normalisation their overlap is $4/5$.

```lean
/-- The overlap matrix of two unnormalised, non-orthogonal functions. -/
def pairOverlap : Matrix (Fin 2) (Fin 2) ℂ := !![5, 4; 4, 5]
```

The positive root is
$$R=\begin{pmatrix}2&1\\1&2\end{pmatrix}=1+B^\dagger B,\qquad B=\begin{pmatrix}1&1\\0&0\end{pmatrix}.$$
The identity is positive definite and $B^\dagger B$ is positive semidefinite, so $R$ is positive definite. Its square has the diagonal entries $4+1=5$ and the off-diagonal entries $2+2=4$.

```lean
/-- The matrix with diagonal 2 and off-diagonal 1 is a positive root of `pairOverlap`. -/
theorem pairOverlap_root : IsPositiveRoot !![2, 1; 1, 2] pairOverlap := by
  constructor
  · -- the identity plus a positive semidefinite matrix
    have e : (!![2, 1; 1, 2] : Matrix (Fin 2) (Fin 2) ℂ)
        = 1 + (!![1, 1; 0, 0] : Matrix (Fin 2) (Fin 2) ℂ)ᴴ * !![1, 1; 0, 0] := by
      ext i j
      fin_cases i <;> fin_cases j <;> norm_num [Matrix.mul_apply, Fin.sum_univ_two]
    rw [e]
    exact Matrix.PosDef.one.add_posSemidef (Matrix.posSemidef_conjTranspose_mul_self _)
  · ext i j
    fin_cases i <;> fin_cases j <;>
      norm_num [pairOverlap, Matrix.mul_apply, Fin.sum_univ_two]
```

The inverse of $R$ is
$$Y=\frac13\begin{pmatrix}2&-1\\-1&2\end{pmatrix}.$$
Direct multiplication gives $Y^\dagger S=R$ and $Y^\dagger SY=1$, so both conditions of the criterion are met. Relative to normalised old functions, each new function has overlap $2/\sqrt5$ with the old function of the same label and $1/\sqrt5$ with the other.

```lean
/-- An explicit `Y` orthonormalises the pair with a positive definite overlap of new with
old functions. -/
theorem loewdin_witness (Y : Matrix (Fin 2) (Fin 2) ℂ)
    (hY : Y = !![2/3, -1/3; -1/3, 2/3]) :
    Yᴴ * pairOverlap * Y = 1 ∧ (Yᴴ * pairOverlap).PosDef := by
  have h2 : (starRingEnd ℂ) 2 = 2 := Complex.ext (by simp) (by simp)
  have h3 : (starRingEnd ℂ) 3 = 3 := Complex.ext (by simp) (by simp)
  have hP : Yᴴ * pairOverlap = !![2, 1; 1, 2] := by
    ext i j
    fin_cases i <;> fin_cases j <;>
      norm_num [hY, h2, h3, pairOverlap, Matrix.mul_apply, Fin.sum_univ_two]
  rw [hP]
  refine ⟨?_, pairOverlap_root.1⟩
  ext i j
  fin_cases i <;> fin_cases j <;> norm_num [hY, Matrix.mul_apply, Fin.sum_univ_two]
```

The facts `h2` and `h3` only say that the numbers 2 and 3 are real, which the simplifier needs when it conjugates the entries of $Y$.

Exchanging the columns of this matrix gives
$$Y=\frac13\begin{pmatrix}-1&2\\2&-1\end{pmatrix},\qquad Y^\dagger S=\begin{pmatrix}1&2\\2&1\end{pmatrix}.$$
The new functions are the same two orthonormal functions with their labels swapped, so $Y^\dagger SY=1$ still holds. The overlap is still Hermitian and still squares to $S$, but its eigenvalues are $3$ and $-1$. It is not the positive root: by uniqueness it would have to equal $R$, and the entries in the upper left corner are $1$ and $2$. A Hermitian overlap alone is therefore not enough, and positivity also decides which new function belongs to which old one.

```lean
/-- Another explicit `Y` orthonormalises the same pair with a Hermitian overlap of new with
old functions that is not a positive root of the overlap matrix. -/
theorem hermitian_not_sufficient (Y : Matrix (Fin 2) (Fin 2) ℂ)
    (hY : Y = !![-1/3, 2/3; 2/3, -1/3]) :
    Yᴴ * pairOverlap * Y = 1 ∧ (Yᴴ * pairOverlap).IsHermitian ∧
      ¬ IsPositiveRoot (Yᴴ * pairOverlap) pairOverlap := by
  have h2 : (starRingEnd ℂ) 2 = 2 := Complex.ext (by simp) (by simp)
  have h3 : (starRingEnd ℂ) 3 = 3 := Complex.ext (by simp) (by simp)
  have hP : Yᴴ * pairOverlap = !![1, 2; 2, 1] := by
    ext i j
    fin_cases i <;> fin_cases j <;>
      norm_num [hY, h2, h3, pairOverlap, Matrix.mul_apply, Fin.sum_univ_two]
  rw [hP]
  refine ⟨?_, ?_, fun h => ?_⟩
  · ext i j
    fin_cases i <;> fin_cases j <;> norm_num [hY, Matrix.mul_apply, Fin.sum_univ_two]
  · ext i j
    fin_cases i <;> fin_cases j <;> norm_num [Matrix.conjTranspose_apply]
  · -- uniqueness would identify two different matrices
    have h00 := congrFun (congrFun (positiveRoot_unique h pairOverlap_root) 0) 0
    norm_num at h00

end LoewdinOverlapCriterion
```

```lean
#print axioms LoewdinOverlapCriterion.loewdin_basis_functions
#print axioms LoewdinOverlapCriterion.loewdin_iff
#print axioms LoewdinOverlapCriterion.hermitian_not_sufficient
```

```
'LoewdinOverlapCriterion.loewdin_basis_functions' depends on axioms: [propext, Classical.choice, Quot.sound]
'LoewdinOverlapCriterion.loewdin_iff' depends on axioms: [propext, Classical.choice, Quot.sound]
'LoewdinOverlapCriterion.hermitian_not_sufficient' depends on axioms: [propext, Classical.choice, Quot.sound]
```
